# Contracted vector and axial currents and the Gordon identities for unequal masses

In a tree-level amplitude with an incoming spin-½ particle of momentum p and mass m and an outgoing one of momentum q and mass M, the current is often contracted with the momentum transfer q − p, and the contraction is replaced by a mass factor. In units with ħ = c = 1 and for a metric with positive time component, take gamma matrices γ^μ, the slash p̸ = p_μ γ^μ (repeated indices summed), a column spinor u with p̸u = mu, a row spinor w with wq̸ = Mw, and the chirality matrix γ₅. The step is

w(q̸ − p̸)u = (M − m) wu

w(q̸ − p̸)γ₅u = (M + m) wγ₅u

For free plane-wave spinors, with no fields or loop corrections, the vector contraction thus vanishes at equal masses, while the axial one carries the sum of the masses.

## Objects and conventions

The type `ι` labels spacetime indices and `n` spinor components; both are finite and otherwise arbitrary. `slash γ p` takes covariant components p_μ, and `bilinear w u Γ` is the number wΓu, without complex conjugation, linear in the matrix Γ.

```lean
import Mathlib

open scoped Matrix

namespace DiracCurrentDivergence

noncomputable section

variable {ι n : Type*} [Fintype ι] [Fintype n]

/-- The Feynman slash `p̸ = p_μ γ^μ` of a vector with covariant components `p_μ`. -/
def slash (γ : ι → Matrix n n ℂ) (p : ι → ℂ) : Matrix n n ℂ := ∑ μ, p μ • γ μ

/-- The spinor bilinear `w Γ u` of a row spinor `w` and a column spinor `u`, as a linear
function of the Dirac matrix `Γ`. -/
def bilinear (w u : n → ℂ) : Matrix n n ℂ →ₗ[ℂ] ℂ where
  toFun Γ := w ⬝ᵥ (Γ *ᵥ u)
  map_add' A B := by simp [Matrix.add_mulVec, dotProduct_add]
  map_smul' c A := by simp [Matrix.smul_mulVec]
```

`IsClifford g γ` says γ^μγ^ν + γ^νγ^μ = 2g^{μν}, where g is the inverse metric, of any signature. `Anticommutes γ γ₅` says γ₅γ^μ = −γ^μγ₅.

```lean
/-- The Clifford relations `γ^μ γ^ν + γ^ν γ^μ = 2 g^{μν}` for the inverse metric `g`. -/
def IsClifford [DecidableEq n] (g : Matrix ι ι ℂ) (γ : ι → Matrix n n ℂ) : Prop :=
  ∀ μ ν, γ μ * γ ν + γ ν * γ μ = (2 * g μ ν) • (1 : Matrix n n ℂ)

/-- The matrix `γ₅` anticommutes with every `γ^μ`. -/
def Anticommutes (γ : ι → Matrix n n ℂ) (γ₅ : Matrix n n ℂ) : Prop :=
  ∀ μ, γ₅ * γ μ = -(γ μ * γ₅)
```

The remaining definitions fix σ^{μν} = (i/2)[γ^μ, γ^ν], the contraction σ^{μν}k_ν with a covector k, the raised component k^μ = g^{μν}k_ν, and the adjoint v̄ = v†β of a column spinor v for a matrix β.

```lean
/-- The tensor `σ^{μν} = (i/2) [γ^μ, γ^ν]`. -/
def sigmaTensor (γ : ι → Matrix n n ℂ) (μ ν : ι) : Matrix n n ℂ :=
  (Complex.I / 2) • (γ μ * γ ν - γ ν * γ μ)

/-- The contraction `σ^{μν} k_ν`. -/
def sigmaContract (γ : ι → Matrix n n ℂ) (μ : ι) (k : ι → ℂ) : Matrix n n ℂ :=
  ∑ ν, k ν • sigmaTensor γ μ ν

/-- The contravariant component `k^μ = g^{μν} k_ν`. -/
def raiseIndex (g : Matrix ι ι ℂ) (k : ι → ℂ) (μ : ι) : ℂ := ∑ ν, g μ ν * k ν

/-- The Dirac adjoint `v† β` of a column spinor `v`. -/
def diracAdjoint (β : Matrix n n ℂ) (v : n → ℂ) : n → ℂ := star v ᵥ* β
```

The examples use 1+1 dimensions with μ = 0, 1, metric diag(1, −1) and matrices listed by rows:

γ⁰ = [[1, 0], [0, −1]], γ¹ = [[0, 1], [−1, 0]], γ₅ = [[0, 1], [1, 0]]

p_μ = (1, 0), m = 1, u = (1, 0), q_μ = (5, −4), M = 3, v = (2, 1), w = (2, −1)

q̸ = [[5, −4], [4, −5]], q̸ − p̸ = [[4, −4], [4, −4]]

The counter-examples are pencil arithmetic, which Lean has not checked.

## The row equation wq̸ = Mw

The hypothesis `hw` is the free momentum-space Dirac equation for the outgoing spinor. It acts when q̸ stands at the far left, so that for any Γ

wq̸Γu = (wq̸)(Γu) = M wΓu

In `bilinear_slash_left`, `Matrix.mulVec_mulVec` and `Matrix.dotProduct_mulVec` move the brackets, and `hw` is substituted. With w replaced by (1, 0), which violates the equation, w(q̸ − p̸)u = 4 while (M − m) wu = 2.

```lean
/-- If `w q̸ = M w`, then `w q̸ Γ u = M w Γ u` for every matrix `Γ`. -/
theorem bilinear_slash_left {γ : ι → Matrix n n ℂ} {q : ι → ℂ} {M : ℂ} {w : n → ℂ}
    (hw : w ᵥ* slash γ q = M • w) (u : n → ℂ) (Γ : Matrix n n ℂ) :
    bilinear w u (slash γ q * Γ) = M * bilinear w u Γ := by
  change w ⬝ᵥ ((slash γ q * Γ) *ᵥ u) = M * (w ⬝ᵥ (Γ *ᵥ u))
  rw [← Matrix.mulVec_mulVec, Matrix.dotProduct_mulVec, hw, smul_dotProduct, smul_eq_mul]
```

## The column equation p̸u = mu

The hypothesis `hu` is the same equation for the incoming spinor, acting at the far right:

wΓp̸u = wΓ(p̸u) = m wΓu

`bilinear_slash_right` regroups the product in this way and substitutes `hu`. Both rules with Γ = 1 give the vector identity:

w(q̸ − p̸)u = wq̸u − wp̸u = M wu − m wu

With u replaced by (0, 1), for which p̸u = −u, the left side is −4 while (M − m) wu = −2.

```lean
/-- If `p̸ u = m u`, then `w Γ p̸ u = m w Γ u` for every matrix `Γ`. -/
theorem bilinear_slash_right {γ : ι → Matrix n n ℂ} {p : ι → ℂ} {m : ℂ} {u : n → ℂ}
    (hu : slash γ p *ᵥ u = m • u) (w : n → ℂ) (Γ : Matrix n n ℂ) :
    bilinear w u (Γ * slash γ p) = m * bilinear w u Γ := by
  change w ⬝ᵥ ((Γ * slash γ p) *ᵥ u) = m * (w ⬝ᵥ (Γ *ᵥ u))
  rw [← Matrix.mulVec_mulVec, hu, Matrix.mulVec_smul, dotProduct_smul, smul_eq_mul]
```

## Anticommutation of γ₅

The hypothesis `h5` keeps one property of the chirality matrix. It does not require γ₅² = 1, hermiticity, or construction from a product of gammas. In the axial bilinear γ₅ separates p̸ from u. Multiplying γ₅γ^μ = −γ^μγ₅ by p_μ and summing gives γ₅p̸ = −p̸γ₅, which `gamma5_mul_slash` proves term by term.

```lean
/-- A matrix `γ₅` anticommuting with every `γ^μ` anticommutes with `p̸`. -/
theorem gamma5_mul_slash {γ : ι → Matrix n n ℂ} {γ₅ : Matrix n n ℂ}
    (h5 : Anticommutes γ γ₅) (p : ι → ℂ) :
    γ₅ * slash γ p = -(slash γ p * γ₅) := by
  unfold slash
  rw [Matrix.mul_sum, Matrix.sum_mul, ← Finset.sum_neg_distrib]
  refine Finset.sum_congr rfl fun μ _ => ?_
  rw [Matrix.mul_smul, Matrix.smul_mul, h5 μ, smul_neg]
```

Therefore

(q̸ − p̸)γ₅ = q̸γ₅ + γ₅p̸

w(q̸ − p̸)γ₅u = M wγ₅u + m wγ₅u

`current_divergence` states both identities for arbitrary complex matrices, momenta and masses under `h5`, `hu` and `hw`. It assumes no Clifford relation and no mass-shell condition, and it is a statement about spinors, with no spacetime derivative in it. The first half of the proof uses the two rules as `a` and `b` and never calls `h5`. The second half establishes the rearrangement as `e` and applies the rules with Γ = γ₅. If the unit matrix replaces γ₅, the left side is 4 while (M + m) wu = 8.

```lean
/-- If `p̸ u = m u`, `w q̸ = M w` and `γ₅` anticommutes with every `γ^μ`, then
`w (q̸ - p̸) u = (M - m) w u` and `w (q̸ - p̸) γ₅ u = (M + m) w γ₅ u`. -/
theorem current_divergence [DecidableEq n] {γ : ι → Matrix n n ℂ} {γ₅ : Matrix n n ℂ}
    {p q : ι → ℂ} {m M : ℂ} {u w : n → ℂ} (h5 : Anticommutes γ γ₅)
    (hu : slash γ p *ᵥ u = m • u) (hw : w ᵥ* slash γ q = M • w) :
    bilinear w u (slash γ q - slash γ p) = (M - m) * bilinear w u 1 ∧
    bilinear w u ((slash γ q - slash γ p) * γ₅) = (M + m) * bilinear w u γ₅ := by
  constructor
  · have a := bilinear_slash_left hw u 1
    have b := bilinear_slash_right hu w 1
    rw [Matrix.mul_one] at a
    rw [Matrix.one_mul] at b
    rw [map_sub, a, b]
    ring
  · -- moving p̸ through γ₅ flips its sign
    have e : (slash γ q - slash γ p) * γ₅ = slash γ q * γ₅ + γ₅ * slash γ p := by
      rw [Matrix.sub_mul, gamma5_mul_slash h5 p, sub_eq_add_neg]
    rw [e, map_add, bilinear_slash_left hw, bilinear_slash_right hu]
    ring
```

## The adjoint condition and real parameters

Let v be a solution of q̸v = Mv (hypothesis `hv`). For M > 0 and q₀ > 0 it is a particle spinor, not the antiparticle spinor often called v, which obeys q̸v = −Mv. To take w = v̄, two things are assumed. The first, `hβ`, is (γ^μ)†β = βγ^μ; it holds for β = γ⁰ in the representation above, and for general β it is assumed, not derived. The second is that q_μ and M are real, which enters through the type `ℝ`. Real components together with `hβ` give βq̸ = q̸†β, and then

v̄q̸ = v†βq̸ = v†q̸†β = (q̸v)†β = (Mv)†β = M v̄

In `diracAdjoint_slash` the relation βq̸ = q̸†β is `hs`, the reality of M is `hM`, and the `rw` chain follows the line above. With β = 1 the adjoint is (2, 1), and (2, 1)q̸ = (14, −13) differs from (6, 3). With q_μ = (0, 1), v = (1, i) and M = i, the adjoint for β = γ⁰ is (1, i) and satisfies v̄q̸ = −i v̄, with the conjugate eigenvalue.

```lean
/-- If `(γ^μ)† β = β γ^μ` and `q̸ v = M v` with real `q` and `M`, then the Dirac adjoint
`v̄ = v† β` satisfies `v̄ q̸ = M v̄`. -/
theorem diracAdjoint_slash {γ : ι → Matrix n n ℂ} {β : Matrix n n ℂ} {q : ι → ℝ} {M : ℝ}
    {v : n → ℂ} (hβ : ∀ μ, (γ μ)ᴴ * β = β * γ μ)
    (hv : slash γ (fun μ => (q μ : ℂ)) *ᵥ v = (M : ℂ) • v) :
    diracAdjoint β v ᵥ* slash γ (fun μ => (q μ : ℂ)) = (M : ℂ) • diracAdjoint β v := by
  -- real components give β q̸ = q̸† β
  have hs : β * slash γ (fun μ => (q μ : ℂ)) = (slash γ (fun μ => (q μ : ℂ)))ᴴ * β := by
    simp only [slash, Matrix.conjTranspose_sum, Matrix.mul_sum, Matrix.sum_mul,
      Matrix.conjTranspose_smul, Matrix.mul_smul, Matrix.smul_mul, hβ, Complex.star_def,
      Complex.conj_ofReal]
  have hM : star (M : ℂ) = (M : ℂ) := Complex.conj_ofReal M
  unfold diracAdjoint
  rw [Matrix.vecMul_vecMul, hs, ← Matrix.vecMul_vecMul, ← Matrix.star_mulVec, hv, star_smul,
    hM]
  funext j
  exact smul_dotProduct _ _ _
```

Linearity gives (q − p)_μ v̄γ^μu = v̄(q̸ − p̸)u, and likewise with γ₅ inserted. `contracted_currents` therefore states, for real p, q, m, M under `h5`, `hβ`, `hu` and `hv`,

(q − p)_μ v̄γ^μu = (M − m) v̄u

(q − p)_μ v̄γ^μγ₅u = (M + m) v̄γ₅u

Its proof passes the adjoint equation to `current_divergence` and expands the slashes with `simp only`.

```lean
/-- For `p̸ u = m u` and `q̸ v = M v` with real momenta and masses, `γ₅` anticommuting
with every `γ^μ`, `(γ^μ)† β = β γ^μ` and `v̄ = v† β`,
`(q - p)_μ v̄ γ^μ u = (M - m) v̄ u` and `(q - p)_μ v̄ γ^μ γ₅ u = (M + m) v̄ γ₅ u`. -/
theorem contracted_currents [DecidableEq n] {γ : ι → Matrix n n ℂ} {γ₅ β : Matrix n n ℂ}
    {p q : ι → ℝ} {m M : ℝ} {u v : n → ℂ} (h5 : Anticommutes γ γ₅)
    (hβ : ∀ μ, (γ μ)ᴴ * β = β * γ μ)
    (hu : slash γ (fun μ => (p μ : ℂ)) *ᵥ u = (m : ℂ) • u)
    (hv : slash γ (fun μ => (q μ : ℂ)) *ᵥ v = (M : ℂ) • v) :
    ∑ μ, ((q μ : ℂ) - (p μ : ℂ)) * bilinear (diracAdjoint β v) u (γ μ)
      = ((M : ℂ) - (m : ℂ)) * bilinear (diracAdjoint β v) u 1 ∧
    ∑ μ, ((q μ : ℂ) - (p μ : ℂ)) * bilinear (diracAdjoint β v) u (γ μ * γ₅)
      = ((M : ℂ) + (m : ℂ)) * bilinear (diracAdjoint β v) u γ₅ := by
  obtain ⟨h1, h2⟩ := current_divergence h5 hu (diracAdjoint_slash hβ hv)
  constructor
  · refine Eq.trans ?_ h1
    simp only [slash, map_sub, map_sum, map_smul, smul_eq_mul, sub_mul,
      Finset.sum_sub_distrib]
  · refine Eq.trans ?_ h2
    simp only [slash, map_sub, map_sum, map_smul, smul_eq_mul, sub_mul, Matrix.sum_mul,
      Matrix.smul_mul, Finset.sum_sub_distrib]
```

## The Clifford relations

The hypothesis `h` ties the matrices to the metric and is needed only for the uncontracted currents. It fixes the symmetric part of a product as g^{μν}, while iσ^{μν} = −½[γ^μ, γ^ν] supplies the antisymmetric part:

γ^νγ^μ = g^{μν} + iσ^{μν}, γ^μγ^ν = g^{μν} − iσ^{μν}

k̸γ^μ = k^μ + iσ^{μν}k_ν, γ^μk̸ = k^μ − iσ^{μν}k_ν

In `slash_mul_gamma`, `hg` uses `h`, `hs` handles σ, `k1` and `k2` are the first line, and contraction with k_ν gives the second.

```lean
/-- The Clifford relations give `k̸ γ^μ = k^μ + i σ^{μν} k_ν` and
`γ^μ k̸ = k^μ - i σ^{μν} k_ν`. -/
theorem slash_mul_gamma [DecidableEq n] {g : Matrix ι ι ℂ} {γ : ι → Matrix n n ℂ}
    (h : IsClifford g γ) (k : ι → ℂ) (μ : ι) :
    slash γ k * γ μ
      = raiseIndex g k μ • (1 : Matrix n n ℂ) + Complex.I • sigmaContract γ μ k ∧
    γ μ * slash γ k
      = raiseIndex g k μ • (1 : Matrix n n ℂ) - Complex.I • sigmaContract γ μ k := by
  have hI : Complex.I * (Complex.I / 2) = -1 / 2 := by
    linear_combination (1 / 2 : ℂ) * Complex.I_mul_I
  -- antisymmetric and symmetric parts of a product of two gammas
  have hs : ∀ ν, Complex.I • sigmaTensor γ μ ν
      = (-1 / 2 : ℂ) • (γ μ * γ ν - γ ν * γ μ) := fun ν => by
    rw [sigmaTensor, smul_smul, hI]
  have hg : ∀ ν, g μ ν • (1 : Matrix n n ℂ)
      = (1 / 2 : ℂ) • (γ μ * γ ν + γ ν * γ μ) := fun ν => by
    have e : (1 / 2 : ℂ) * (2 * g μ ν) = g μ ν := by ring
    rw [h μ ν, smul_smul, e]
  have k1 : ∀ ν, γ ν * γ μ
      = g μ ν • (1 : Matrix n n ℂ) + Complex.I • sigmaTensor γ μ ν := fun ν => by
    rw [hg ν, hs ν]
    module
  have k2 : ∀ ν, γ μ * γ ν
      = g μ ν • (1 : Matrix n n ℂ) - Complex.I • sigmaTensor γ μ ν := fun ν => by
    rw [hg ν, hs ν]
    module
  unfold slash raiseIndex sigmaContract
  constructor
  · rw [Matrix.sum_mul, Finset.sum_smul, Finset.smul_sum, ← Finset.sum_add_distrib]
    refine Finset.sum_congr rfl fun ν _ => ?_
    rw [Matrix.smul_mul, k1 ν]
    module
  · rw [Matrix.mul_sum, Finset.sum_smul, Finset.smul_sum, ← Finset.sum_sub_distrib]
    refine Finset.sum_congr rfl fun ν _ => ?_
    rw [Matrix.mul_smul, k2 ν]
    module
```

Evaluating wq̸γ^μu and wγ^μp̸u by the Dirac equations and by these products gives

M wγ^μu = q^μ wu + i wσ^{μν}q_νu

m wγ^μu = p^μ wu − i wσ^{μν}p_νu

(M + m) wγ^μu = (p + q)^μ wu + i wσ^{μν}(q − p)_νu

The first two lines are `a` and `b` in `gordon_identity`, and `linear_combination` adds them. The identity is left undivided, so it also covers M + m = 0. At μ = 1 it reads 4·1 = 4·2 − 4. With the Euclidean metric and the same gammas, (p + q)¹ becomes −4 and the right side −12.

```lean
/-- Gordon identity for unequal masses:
under the Clifford relations, `p̸ u = m u` and `w q̸ = M w` (any `m`, `M`, equal or not),
`(M + m) w γ^μ u = (p + q)^μ w u + i w σ^{μν} (q - p)_ν u`. -/
theorem gordon_identity [DecidableEq n] {g : Matrix ι ι ℂ} {γ : ι → Matrix n n ℂ}
    {p q : ι → ℂ} {m M : ℂ} {u w : n → ℂ} (h : IsClifford g γ)
    (hu : slash γ p *ᵥ u = m • u) (hw : w ᵥ* slash γ q = M • w) (μ : ι) :
    (M + m) * bilinear w u (γ μ)
      = raiseIndex g (p + q) μ * bilinear w u 1
        + Complex.I * bilinear w u (sigmaContract γ μ (q - p)) := by
  have hr : raiseIndex g (p + q) μ = raiseIndex g p μ + raiseIndex g q μ := by
    simp only [raiseIndex, Pi.add_apply, mul_add, Finset.sum_add_distrib]
  have hs : sigmaContract γ μ (q - p) = sigmaContract γ μ q - sigmaContract γ μ p := by
    simp only [sigmaContract, Pi.sub_apply, sub_smul, Finset.sum_sub_distrib]
  -- evaluate w q̸ γ^μ u and w γ^μ p̸ u in two ways
  have a := bilinear_slash_left hw u (γ μ)
  have b := bilinear_slash_right hu w (γ μ)
  rw [(slash_mul_gamma h q μ).1] at a
  rw [(slash_mul_gamma h p μ).2] at b
  simp only [map_add, map_sub, map_smul, smul_eq_mul] at a b
  rw [hr, hs, map_sub]
  linear_combination (-1 : ℂ) * a - b
```

The axial form uses `h5` again, to bring p̸ next to γ^μ:

q̸γ^μγ₅ = q^μγ₅ + iσ^{μν}q_νγ₅

γ^μγ₅p̸ = −γ^μp̸γ₅ = −p^μγ₅ + iσ^{μν}p_νγ₅

Between w and u the left sides are M and m times wγ^μγ₅u, so

(M + m) wγ^μγ₅u = (q − p)^μ wγ₅u + i wσ^{μν}(p + q)_νγ₅u

In `axial_gordon_identity` the matrix lines are `e1` and `e2`, and the sum is taken as before.

```lean
/-- Axial Gordon identity for arbitrary masses `m`, `M`: under the Clifford relations,
`γ₅` anticommuting with every `γ^μ`, `p̸ u = m u` and `w q̸ = M w`,
`(M + m) w γ^μ γ₅ u = (q - p)^μ w γ₅ u + i w σ^{μν} (p + q)_ν γ₅ u`. -/
theorem axial_gordon_identity [DecidableEq n] {g : Matrix ι ι ℂ} {γ : ι → Matrix n n ℂ}
    {γ₅ : Matrix n n ℂ} {p q : ι → ℂ} {m M : ℂ} {u w : n → ℂ} (h : IsClifford g γ)
    (h5 : Anticommutes γ γ₅)
    (hu : slash γ p *ᵥ u = m • u) (hw : w ᵥ* slash γ q = M • w) (μ : ι) :
    (M + m) * bilinear w u (γ μ * γ₅)
      = raiseIndex g (q - p) μ * bilinear w u γ₅
        + Complex.I * bilinear w u (sigmaContract γ μ (p + q) * γ₅) := by
  have hr : raiseIndex g (q - p) μ = raiseIndex g q μ - raiseIndex g p μ := by
    simp only [raiseIndex, Pi.sub_apply, mul_sub, Finset.sum_sub_distrib]
  have hs : sigmaContract γ μ (p + q) = sigmaContract γ μ p + sigmaContract γ μ q := by
    simp only [sigmaContract, Pi.add_apply, add_smul, Finset.sum_add_distrib]
  have e1 : slash γ q * (γ μ * γ₅)
      = raiseIndex g q μ • γ₅ + Complex.I • (sigmaContract γ μ q * γ₅) := by
    rw [← Matrix.mul_assoc, (slash_mul_gamma h q μ).1, Matrix.add_mul, Matrix.smul_mul,
      Matrix.smul_mul, Matrix.one_mul]
  -- p̸ passes through γ₅ with a sign before it meets γ^μ
  have e2 : γ μ * γ₅ * slash γ p
      = -(raiseIndex g p μ • γ₅) + Complex.I • (sigmaContract γ μ p * γ₅) := by
    rw [Matrix.mul_assoc, gamma5_mul_slash h5 p, Matrix.mul_neg, ← Matrix.mul_assoc,
      (slash_mul_gamma h p μ).2, Matrix.sub_mul, Matrix.smul_mul, Matrix.smul_mul,
      Matrix.one_mul]
    module
  have a := bilinear_slash_left hw u (γ μ * γ₅)
  have b := bilinear_slash_right hu w (γ μ * γ₅)
  rw [e1] at a
  rw [e2] at b
  simp only [map_add, map_neg, map_smul, smul_eq_mul] at a b
  rw [hr, hs, Matrix.add_mul, map_add]
  linear_combination (-1 : ℂ) * a - b
```

## The numerical instance

For the data above wu = 2 and wγ₅u = −1. Since (q̸ − p̸)u = (4, 4), the vector contraction is 8 − 4 = 4 = (3 − 1)·2. Since γ₅u = (0, 1) and (q̸ − p̸)γ₅u = (−4, −4), the axial one is −8 + 4 = −4 = (3 + 1)·(−1). These spinors have ūu = 1 and v̄v = 3; scaling both by √2 gives ūu = 2m, v̄v = 2M, wu = 4 and wγ₅u = −2.

```lean
/-- The gamma matrices `γ⁰, γ¹` of the Dirac representation in 1+1 dimensions. -/
def gammaTwo : Fin 2 → Matrix (Fin 2) (Fin 2) ℂ := ![!![1, 0; 0, -1], !![0, 1; -1, 0]]

/-- The matrix `γ₅` with unit off-diagonal entries in 1+1 dimensions. -/
def gammaFiveTwo : Matrix (Fin 2) (Fin 2) ℂ := !![0, 1; 1, 0]

/-- The Minkowski metric `diag(1, -1)` in 1+1 dimensions. -/
def metricTwo : Matrix (Fin 2) (Fin 2) ℂ := !![1, 0; 0, -1]
```

`dirac_two_dim_witness` verifies, entry by entry, the Clifford, anticommutation and adjoint conditions with β = γ⁰, the three Dirac equations, v̄ = w, and the values 2 and −1.

```lean
/-- In 1+1 dimensions all hypotheses hold with `β = γ⁰`, `p_μ = (1, 0)`, `m = 1`, `u = (1, 0)`,
`q_μ = (5, -4)`, `M = 3`, `v = (2, 1)`, `w = v̄ = (2, -1)`, and `w u = 2`, `w γ₅ u = -1`. -/
theorem dirac_two_dim_witness :
    IsClifford metricTwo gammaTwo ∧
    Anticommutes gammaTwo gammaFiveTwo ∧
    (∀ μ, (gammaTwo μ)ᴴ * gammaTwo 0 = gammaTwo 0 * gammaTwo μ) ∧
    slash gammaTwo ![1, 0] *ᵥ (![1, 0] : Fin 2 → ℂ) = (1 : ℂ) • (![1, 0] : Fin 2 → ℂ) ∧
    slash gammaTwo ![5, -4] *ᵥ (![2, 1] : Fin 2 → ℂ) = (3 : ℂ) • (![2, 1] : Fin 2 → ℂ) ∧
    diracAdjoint (gammaTwo 0) ![2, 1] = (![2, -1] : Fin 2 → ℂ) ∧
    (![2, -1] : Fin 2 → ℂ) ᵥ* slash gammaTwo ![5, -4] = (3 : ℂ) • (![2, -1] : Fin 2 → ℂ) ∧
    bilinear (![2, -1] : Fin 2 → ℂ) ![1, 0] 1 = 2 ∧
    bilinear (![2, -1] : Fin 2 → ℂ) ![1, 0] gammaFiveTwo = -1 := by
  refine ⟨?_, ?_, ?_, ?_, ?_, ?_, ?_, ?_, ?_⟩
  · intro μ ν
    ext i j
    simp only [Matrix.add_apply, Matrix.smul_apply, Matrix.mul_apply, Fin.sum_univ_two,
      Matrix.one_apply]
    fin_cases μ <;> fin_cases ν <;> fin_cases i <;> fin_cases j <;>
      simp [gammaTwo, metricTwo] <;> norm_num
  · intro μ
    ext i j
    simp only [Matrix.neg_apply, Matrix.mul_apply, Fin.sum_univ_two]
    fin_cases μ <;> fin_cases i <;> fin_cases j <;> simp [gammaTwo, gammaFiveTwo]
  · intro μ
    ext i j
    simp only [Matrix.conjTranspose_apply, Matrix.mul_apply, Fin.sum_univ_two]
    fin_cases μ <;> fin_cases i <;> fin_cases j <;> simp [gammaTwo]
  · ext i
    simp only [slash, Matrix.mulVec, dotProduct, Fin.sum_univ_two, Matrix.add_apply,
      Matrix.smul_apply]
    fin_cases i <;> simp [gammaTwo]
  · ext i
    simp only [slash, Matrix.mulVec, dotProduct, Fin.sum_univ_two, Matrix.add_apply,
      Matrix.smul_apply]
    fin_cases i <;> simp [gammaTwo] <;> norm_num
  · ext i
    simp only [diracAdjoint, Matrix.vecMul, dotProduct, Fin.sum_univ_two, Pi.star_apply]
    fin_cases i <;> simp [gammaTwo]
  · ext i
    simp only [slash, Matrix.vecMul, dotProduct, Fin.sum_univ_two, Matrix.add_apply,
      Matrix.smul_apply]
    fin_cases i <;> simp [gammaTwo] <;> norm_num
  · change (![2, -1] : Fin 2 → ℂ) ⬝ᵥ ((1 : Matrix (Fin 2) (Fin 2) ℂ) *ᵥ ![1, 0]) = 2
    rw [Matrix.one_mulVec]
    simp [dotProduct, Fin.sum_univ_two]
  · change (![2, -1] : Fin 2 → ℂ) ⬝ᵥ (gammaFiveTwo *ᵥ ![1, 0]) = -1
    simp only [Matrix.mulVec, dotProduct, Fin.sum_univ_two]
    simp [gammaFiveTwo]

end

end DiracCurrentDivergence
```

```lean
#print axioms DiracCurrentDivergence.contracted_currents
#print axioms DiracCurrentDivergence.gordon_identity
#print axioms DiracCurrentDivergence.axial_gordon_identity
```

```
'DiracCurrentDivergence.contracted_currents' depends on axioms: [propext, Classical.choice, Quot.sound]
'DiracCurrentDivergence.gordon_identity' depends on axioms: [propext, Classical.choice, Quot.sound]
'DiracCurrentDivergence.axial_gordon_identity' depends on axioms: [propext, Classical.choice, Quot.sound]
```
